# The Uncertainty Condition G + iħJ/2 ≥ 0 for Covariance Matrices

Let finitely many self-adjoint observables z_j have the constant commutators [z_j, z_k] = iħJ_jk, with J a real matrix. In every state on which all products of the z_j are defined, the symmetrized covariance matrix G then makes G + iħJ/2 positive semidefinite. The condition survives G → SGSᵀ whenever SJSᵀ = J, and for one position–momentum pair it gives det G ≥ ħ²/4.

In Gaussian wave-packet dynamics under a quadratic Hamiltonian, G evolves by exactly such maps S, so an admissible initial spread stays admissible.

## Fluctuations and their covariance

The observables live in a complex algebra `A` and are labelled by an index set `n`. For x and p with ħ ≠ 0 this algebra, if it is not the zero algebra, must be infinite-dimensional. Left multiplication would represent an algebra of finite dimension d ≥ 1 by d×d matrices, but the trace of a commutator of such matrices is zero, while the trace of iħ1 is iħd.

In Lean 4 with Mathlib:

```lean
import Mathlib

open Matrix
open scoped ComplexOrder

/- Finite matrices cannot satisfy the canonical commutation relations with a nonzero
right-hand side. No explicit instance of the algebra is constructed in this file. -/

namespace CovarianceUncertainty

noncomputable section

variable {A : Type*} [Ring A] [Algebra ℂ A] {n : Type*}
```

Write ω(a) for the expectation value of a; ω is a linear functional here, not a frequency. The fluctuation of z_j is

δz_j = z_j − ω(z_j)1.

```lean
/-- The fluctuation of the observable `z j` about its expectation value. -/
def fluct (ω : A →ₗ[ℂ] ℂ) (z : n → A) (j : n) : A := z j - ω (z j) • (1 : A)
```

The covariance matrix, often called σ or V elsewhere, is

G_jk = ½ Re ω(δz_j δz_k + δz_k δz_j).

With the factor ½, the diagonal entries are the variances. The real part makes G a real matrix by definition; for self-adjoint observables in a state it discards nothing, as shown below.

```lean
/-- The symmetrized covariance matrix: the real part of half the expected anticommutator
of two fluctuations. -/
def covariance (ω : A →ₗ[ℂ] ℂ) (z : n → A) : Matrix n n ℝ :=
  Matrix.of fun j k =>
    (ω (fluct ω z j * fluct ω z k + fluct ω z k * fluct ω z j)).re / 2
```

The uncertainty condition concerns a real matrix G alone. `IsQuantumCovariance` says that G + iħJ/2 is Hermitian with a nonnegative quadratic form, not that some state has G as its covariance. Here ħ is any real number.

```lean
/-- The uncertainty condition on a real matrix `G`: the complex matrix `G + i ħ J / 2` is
positive semidefinite. -/
def IsQuantumCovariance (hbar : ℝ) (J G : Matrix n n ℝ) : Prop :=
  (G.map Complex.ofReal + (Complex.I * hbar / 2) • J.map Complex.ofReal).PosSemidef
```

For one mode, with index 0 for position and 1 for momentum, J₀₁ = 1 and J₁₀ = −1.

```lean
/-- The symplectic form of one mode with coordinates ordered as position, momentum. -/
def oneModeForm : Matrix (Fin 2) (Fin 2) ℝ := !![0, 1; -1, 0]
```

## Linear changes of observables

A real matrix S defines new observables

z′_j = Σ_k S_jk z_k.

```lean
variable [Fintype n]

/-- The real linear change of observables `z j ↦ ∑ k, S j k z k`. -/
def transform (S : Matrix n n ℝ) (z : n → A) (j : n) : A := ∑ k, (S j k : ℂ) • z k
```

Expectation is linear, so fluctuations transform in the same way (`hf`), and their products obey (`hp`)

ω(δz′_j δz′_k) = Σ_ab S_ja S_kb ω(δz_a δz_b).

Adding the expression with j and k exchanged gives the anticommutator (`hq`). Since S is real, it passes through the real part, and

G′ = SGSᵀ.

Neither positivity nor self-adjointness is used.

```lean
/-- Under a real linear change of observables `S` the covariance matrix `G` becomes
`S G Sᵀ`. -/
theorem covariance_transform (ω : A →ₗ[ℂ] ℂ) (z : n → A) (S : Matrix n n ℝ) :
    covariance ω (transform S z) = S * covariance ω z * Sᵀ := by
  -- fluctuations transform linearly
  have hf : ∀ j, fluct ω (transform S z) j = ∑ k, (S j k : ℂ) • fluct ω z k := by
    intro j
    simp only [fluct, transform, map_sum, map_smul, smul_sub, Finset.sum_sub_distrib,
      Finset.sum_smul, smul_assoc]
  have hp : ∀ j k, ω (fluct ω (transform S z) j * fluct ω (transform S z) k) =
      ∑ a, ∑ b, (S j a : ℂ) * S k b * ω (fluct ω z a * fluct ω z b) := by
    intro j k
    rw [hf, hf, Finset.sum_mul_sum, map_sum]
    refine Finset.sum_congr rfl fun a _ => ?_
    rw [map_sum]
    refine Finset.sum_congr rfl fun b _ => ?_
    rw [smul_mul_assoc, mul_smul_comm, map_smul, map_smul, smul_eq_mul, smul_eq_mul]
    ring
  ext j k
  have hq : ω (fluct ω (transform S z) j * fluct ω (transform S z) k +
      fluct ω (transform S z) k * fluct ω (transform S z) j) =
      ∑ a, ∑ b, ((S j a * S k b : ℝ) : ℂ) *
        ω (fluct ω z a * fluct ω z b + fluct ω z b * fluct ω z a) := by
    rw [map_add, hp j k, (hp k j).trans Finset.sum_comm, ← Finset.sum_add_distrib]
    refine Finset.sum_congr rfl fun a _ => ?_
    rw [← Finset.sum_add_distrib]
    refine Finset.sum_congr rfl fun b _ => ?_
    rw [map_add, Complex.ofReal_mul]
    ring
  change (ω (fluct ω (transform S z) j * fluct ω (transform S z) k +
      fluct ω (transform S z) k * fluct ω (transform S z) j)).re / 2 = _
  rw [hq]
  simp only [Matrix.mul_apply, Matrix.transpose_apply, Finset.sum_mul, Complex.re_sum,
    Complex.re_ofReal_mul, Finset.sum_div]
  rw [Finset.sum_comm]
  refine Finset.sum_congr rfl fun b _ => Finset.sum_congr rfl fun a _ => ?_
  simp only [covariance, Matrix.of_apply]
  ring
```

Now let SJSᵀ = J. The code calls such an S symplectic for any real J; textbooks usually reserve the word for invertible antisymmetric J. Then

S(G + iħJ/2)Sᵀ = SGSᵀ + iħJ/2.

For a complex vector y and M = G + iħJ/2,

y†(SMSᵀ)y = (Sᵀy)†M(Sᵀy) ≥ 0,

because S† = Sᵀ for real S. In the proof, `ht` is this last identity, and the congruence lemma of Mathlib supplies the positivity.

A free particle of mass m gives a concrete case. After time t, x′ = x + tp/m and p′ = p, so S has rows (1, t/m) and (0, 1). The position variance becomes

G′₀₀ = G₀₀ + 2tG₀₁/m + t²G₁₁/m².

For ħ ≠ 0 the uncertainty condition forces G₁₁ > 0, so the wave packet spreads at late times; if G₀₁ < 0 it narrows first.

```lean
/-- If `G` satisfies the uncertainty condition and `S` is symplectic, `S J Sᵀ = J`, then
`S G Sᵀ` satisfies it too. -/
theorem IsQuantumCovariance.symplectic {hbar : ℝ} {J G S : Matrix n n ℝ}
    (h : IsQuantumCovariance hbar J G) (hS : S * J * Sᵀ = J) :
    IsQuantumCovariance hbar J (S * G * Sᵀ) := by
  have hm : ∀ M N : Matrix n n ℝ, M.map Complex.ofReal * N.map Complex.ofReal =
      (M * N).map Complex.ofReal := by
    intro M N
    ext i j
    simp [Matrix.mul_apply]
  have ht : (S.map Complex.ofReal)ᴴ = Sᵀ.map Complex.ofReal := by
    ext i j
    simp [Matrix.conjTranspose_apply]
  unfold IsQuantumCovariance at h ⊢
  -- congruence by the real matrix S preserves positivity
  have h' := h.mul_mul_conjTranspose_same (S.map Complex.ofReal)
  rw [ht, Matrix.mul_add, Matrix.add_mul, Matrix.mul_smul, Matrix.smul_mul,
    hm, hm, hm, hm, hS] at h'
  exact h'
```

## What positivity says about expectation values

The algebra now gets an adjoint a ↦ a*, and a state is a linear functional with

ω(1) = 1 and ω(a*a) ≥ 0 for all a.

The inequality is between complex numbers and means that the left side is real and nonnegative. It expresses that a squared norm, or a probability-weighted average of squared norms, is never negative.

For a normalized wave function ψ one takes ω(a) = ⟨ψ, aψ⟩ on the polynomials in x and p. That ψ lies in the domain of all these unbounded operators, as a smooth ψ does when it and all its derivatives decrease faster than any power of x, is the step to be supplied when the result is applied.

```lean
variable [StarRing A] [StarModule ℂ A]

/-- A state: a linear functional that is normalized and nonnegative on every `a* a`. -/
structure IsState (ω : A →ₗ[ℂ] ℂ) : Prop where
  normalized : ω 1 = 1
  nonneg : ∀ a, 0 ≤ ω (star a * a)
```

If a* = a, then

ω((1 + a)*(1 + a)) = 1 + 2ω(a) + ω(a*a).

The left side and ω(a*a) are both real, so ω(a) is real.

```lean
omit [StarModule ℂ A] in
/-- In a state, the expectation value of a self-adjoint element is real. -/
theorem state_real {ω : A →ₗ[ℂ] ℂ} (hω : IsState ω) {a : A} (ha : star a = a) :
    (ω a).im = 0 := by
  have h := (Complex.le_def.1 (hω.nonneg (1 + a))).2
  have h2 := (Complex.le_def.1 (hω.nonneg a)).2
  have e : star (1 + a) * (1 + a) = 1 + a + a + star a * a := by
    rw [star_add, star_one, ha]
    simp only [add_mul, mul_add, one_mul, mul_one]
    abel
  rw [e, map_add, map_add, map_add, hω.normalized] at h
  simp only [Complex.add_im, Complex.one_im, Complex.zero_im] at h h2
  linarith
```

For general a, both a + a* and i(a − a*) are self-adjoint. Reality of the first expectation gives Im ω(a*) = −Im ω(a), and reality of the second gives Re ω(a*) = Re ω(a). Together,

ω(a*) = conj ω(a).

```lean
/-- In a state, the expectation value of an adjoint is the complex conjugate. -/
theorem state_star {ω : A →ₗ[ℂ] ℂ} (hω : IsState ω) (a : A) :
    ω (star a) = star (ω a) := by
  have h1 := state_real hω (a := a + star a) (by rw [star_add, star_star, add_comm])
  have h2 := state_real hω (a := Complex.I • (a - star a)) (by
    have hI : star Complex.I = -Complex.I := Complex.conj_I
    rw [star_smul, star_sub, star_star, hI]
    module)
  rw [map_add, Complex.add_im] at h1
  rw [map_smul, map_sub, smul_eq_mul, Complex.mul_im] at h2
  simp only [Complex.I_re, Complex.I_im, Complex.sub_re, zero_mul, one_mul, zero_add] at h2
  apply Complex.ext
  · change _ = (ω a).re
    linarith
  · change _ = -(ω a).im
    linarith
```

The mean of a self-adjoint z_j is therefore real, and subtracting it leaves δz_j self-adjoint.

```lean
omit [Fintype n] in
/-- In a state, fluctuations of self-adjoint observables are self-adjoint. -/
theorem fluct_star {ω : A →ₗ[ℂ] ℂ} (hω : IsState ω) {z : n → A}
    (hz : ∀ j, star (z j) = z j) (j : n) : star (fluct ω z j) = fluct ω z j := by
  have h : star (ω (z j)) = ω (z j) := by rw [← state_star hω, hz]
  rw [fluct, star_sub, star_smul, star_one, hz, h]
```

## From the commutator to the matrix condition

The anticommutator of two fluctuations is self-adjoint, so its expectation is real and equals 2G_jk (`hcov`). Subtracting constants leaves commutators unchanged (`hc`). Half the anticommutator plus half the commutator is the product, hence

G_jk + ½ω([z_j, z_k]) = ω(δz_j δz_k).

```lean
omit [Fintype n] in
/-- For self-adjoint observables in a state, the covariance plus half the expected
commutator is the expected product of the two fluctuations. -/
theorem covariance_add_commutator {ω : A →ₗ[ℂ] ℂ} (hω : IsState ω) {z : n → A}
    (hz : ∀ j, star (z j) = z j) (j k : n) :
    (covariance ω z j k : ℂ) + ω (z j * z k - z k * z j) / 2 =
      ω (fluct ω z j * fluct ω z k) := by
  have hr := state_real hω (a := fluct ω z j * fluct ω z k + fluct ω z k * fluct ω z j)
    (by rw [star_add, star_mul, star_mul, fluct_star hω hz j, fluct_star hω hz k, add_comm])
  have hcov : (covariance ω z j k : ℂ) =
      ω (fluct ω z j * fluct ω z k + fluct ω z k * fluct ω z j) / 2 := by
    change (((ω (fluct ω z j * fluct ω z k + fluct ω z k * fluct ω z j)).re / 2 : ℝ) : ℂ) = _
    rw [Complex.ofReal_div, Complex.ofReal_ofNat]
    congr 1
    exact Complex.ext (Complex.ofReal_re _) ((Complex.ofReal_im _).trans hr.symm)
  -- subtracting scalars does not change a commutator
  have hc : z j * z k - z k * z j =
      fluct ω z j * fluct ω z k - fluct ω z k * fluct ω z j := by
    simp only [fluct, sub_mul, mul_sub, smul_mul_assoc, mul_smul_comm, one_mul, mul_one]
    module
  rw [hcov, hc, map_add, map_sub]
  ring
```

Inserting [z_j, z_k] = iħJ_jk1 and ω(1) = 1 gives (`hM`)

G_jk + iħJ_jk/2 = ω(δz_j δz_k).

This matrix is Hermitian, since (δz_k δz_j)* = δz_j δz_k. For complex coefficients v_j, set b = Σ_j v_j δz_j. Then (`key`, where v is called `x`)

Σ_jk conj(v_j) ω(δz_j δz_k) v_k = ω(b*b) ≥ 0.

```lean
/-- For self-adjoint observables with `[z_j, z_k] = i ħ J_jk`, the covariance matrix `G` of
any state makes `G + i ħ J / 2` positive semidefinite. -/
theorem covariance_isQuantumCovariance {ω : A →ₗ[ℂ] ℂ} (hω : IsState ω) {z : n → A}
    (hz : ∀ j, star (z j) = z j) {hbar : ℝ} {J : Matrix n n ℝ}
    (hJ : ∀ j k, z j * z k - z k * z j = (Complex.I * hbar * J j k) • (1 : A)) :
    IsQuantumCovariance hbar J (covariance ω z) := by
  have hM : (covariance ω z).map Complex.ofReal +
      (Complex.I * hbar / 2) • J.map Complex.ofReal =
      Matrix.of fun j k => ω (fluct ω z j * fluct ω z k) := by
    ext j k
    rw [Matrix.of_apply, ← covariance_add_commutator hω hz, hJ, map_smul, hω.normalized]
    simp only [Matrix.add_apply, Matrix.smul_apply, Matrix.map_apply, smul_eq_mul]
    ring
  unfold IsQuantumCovariance
  rw [hM]
  refine Matrix.PosSemidef.of_dotProduct_mulVec_nonneg (Matrix.IsHermitian.ext ?_) ?_
  · intro i j
    rw [Matrix.of_apply, Matrix.of_apply, ← state_star hω, star_mul,
      fluct_star hω hz i, fluct_star hω hz j]
  · intro x
    -- the quadratic form is the expectation of b* b
    have key : star x ⬝ᵥ (Matrix.of fun j k => ω (fluct ω z j * fluct ω z k)) *ᵥ x =
        ω (star (∑ j, x j • fluct ω z j) * ∑ k, x k • fluct ω z k) := by
      rw [star_sum, Finset.sum_mul_sum]
      simp only [dotProduct, Matrix.mulVec, Finset.mul_sum, map_sum, Matrix.of_apply,
        Pi.star_apply, star_smul, fluct_star hω hz, smul_mul_assoc, mul_smul_comm,
        map_smul, smul_eq_mul]
      refine Finset.sum_congr rfl fun i _ => Finset.sum_congr rfl fun j _ => ?_
      ring
    rw [key]
    exact hω.nonneg _
```

## One mode: the determinant bound and its converse

A positive semidefinite matrix has a nonnegative determinant. For one mode the real part of that determinant is

Re det(G + iħJ/2) = det G − ħ²/4,

which gives the bound.

For the free particle, start from the ground state of an oscillator of frequency Ω: G₀₀ = ħ/(2mΩ), G₁₁ = mħΩ/2, G₀₁ = 0. After time t,

G′₀₀ = ħ(1 + Ω²t²)/(2mΩ), G′₀₁ = ħΩt/2, G′₁₁ = mħΩ/2.

The packet has widened, yet det G′ = ħ²/4 still: the growth of the variance is balanced by the position–momentum correlation.

```lean
/-- For one mode, the uncertainty condition on `G` implies `det G ≥ ħ² / 4`. -/
theorem IsQuantumCovariance.det_ge {hbar : ℝ} {G : Matrix (Fin 2) (Fin 2) ℝ}
    (h : IsQuantumCovariance hbar oneModeForm G) : hbar ^ 2 / 4 ≤ G.det := by
  unfold IsQuantumCovariance at h
  have h0 := (Complex.le_def.1 h.det_nonneg).1
  have e : (G.map Complex.ofReal +
      (Complex.I * hbar / 2) • oneModeForm.map Complex.ofReal).det.re =
      G.det - hbar ^ 2 / 4 := by
    rw [Matrix.det_fin_two, Matrix.det_fin_two]
    simp [oneModeForm]
    ring
  rw [e, Complex.zero_re] at h0
  linarith
```

Conversely, let G be real and symmetric with G₀₀ > 0 and det G ≥ ħ²/4. Let Q be the quadratic form of G + iħJ/2 at v = (v₀, v₁). Completing the square gives (`hs`, in real and imaginary parts)

G₀₀Q = |G₀₀v₀ + (G₀₁ + iħ/2)v₁|² + (det G − ħ²/4)|v₁|² ≥ 0,

and dividing by G₀₀ gives Q ≥ 0. Some sign condition is needed, because G and −G have the same determinant.

```lean
/-- Conversely, a symmetric real 2×2 matrix `G` with positive position variance `G 0 0` and
`det G ≥ ħ² / 4` satisfies the one-mode uncertainty condition. -/
theorem isQuantumCovariance_of_det_ge {hbar : ℝ} {G : Matrix (Fin 2) (Fin 2) ℝ}
    (hG : G 1 0 = G 0 1) (h0 : 0 < G 0 0) (hdet : hbar ^ 2 / 4 ≤ G.det) :
    IsQuantumCovariance hbar oneModeForm G := by
  rw [Matrix.det_fin_two, hG] at hdet
  refine Matrix.PosSemidef.of_dotProduct_mulVec_nonneg (Matrix.IsHermitian.ext ?_) ?_
  · intro i j
    fin_cases i <;> fin_cases j <;> simp [oneModeForm, hG, Complex.ext_iff] <;> ring
  · intro x
    let Q : ℝ := G 0 0 * ((x 0).re ^ 2 + (x 0).im ^ 2) + G 1 1 * ((x 1).re ^ 2 + (x 1).im ^ 2)
      + 2 * G 0 1 * ((x 0).re * (x 1).re + (x 0).im * (x 1).im)
      - hbar * ((x 0).re * (x 1).im - (x 0).im * (x 1).re)
    have e : star x ⬝ᵥ (G.map Complex.ofReal +
        (Complex.I * hbar / 2) • oneModeForm.map Complex.ofReal) *ᵥ x = (Q : ℂ) := by
      apply Complex.ext
      · rw [Complex.ofReal_re]
        simp [Q, oneModeForm, dotProduct, Matrix.mulVec, Fin.sum_univ_succ, hG]
        ring
      · rw [Complex.ofReal_im]
        simp [oneModeForm, dotProduct, Matrix.mulVec, Fin.sum_univ_succ, hG]
        ring
    -- complete the square after multiplying by the position variance
    have hs : G 0 0 * Q =
        (G 0 0 * (x 0).re + G 0 1 * (x 1).re - hbar / 2 * (x 1).im) ^ 2
        + (G 0 0 * (x 0).im + G 0 1 * (x 1).im + hbar / 2 * (x 1).re) ^ 2
        + (G 0 0 * G 1 1 - G 0 1 * G 0 1 - hbar ^ 2 / 4)
          * ((x 1).re ^ 2 + (x 1).im ^ 2) := by
      simp only [Q]
      ring
    have hQ : 0 ≤ G 0 0 * Q := by
      rw [hs]
      have := mul_nonneg (sub_nonneg.2 hdet)
        (add_nonneg (sq_nonneg (x 1).re) (sq_nonneg (x 1).im))
      positivity
    rw [e]
    exact Complex.zero_le_real.2 ((mul_nonneg_iff_of_pos_left h0).1 hQ)
```

For self-adjoint x and p with xp − px = iħ1, the positivity of G + iħJ/2 and the determinant bound combine into

G₀₀G₁₁ − G₀₁² ≥ ħ²/4.

This is the Robertson–Schrödinger inequality for a canonical pair; for general observables the right side would contain their expected commutator. The proof takes `![x, p]` as the observables, checks the four commutators against `oneModeForm`, and applies the determinant bound.

```lean
/-- Robertson–Schrödinger inequality: for self-adjoint `x` and `p` with `xp - px = i ħ`, the
covariance matrix of any state has determinant at least `ħ² / 4`. -/
theorem robertson_schrodinger {ω : A →ₗ[ℂ] ℂ} (hω : IsState ω) {x p : A}
    (hx : star x = x) (hp : star p = p) {hbar : ℝ}
    (h : x * p - p * x = (Complex.I * hbar) • (1 : A)) :
    hbar ^ 2 / 4 ≤ (covariance ω ![x, p]).det := by
  refine (covariance_isQuantumCovariance hω (J := oneModeForm) ?_ ?_).det_ge
  · intro j
    fin_cases j <;> simp [hx, hp]
  · intro j k
    fin_cases j <;> fin_cases k <;> simp [oneModeForm, ← h]

end

end CovarianceUncertainty
```

```lean
#print axioms CovarianceUncertainty.covariance_transform
#print axioms CovarianceUncertainty.IsQuantumCovariance.symplectic
#print axioms CovarianceUncertainty.isQuantumCovariance_of_det_ge
#print axioms CovarianceUncertainty.robertson_schrodinger
```

```
'CovarianceUncertainty.covariance_transform' depends on axioms: [propext, Classical.choice, Quot.sound]
'CovarianceUncertainty.IsQuantumCovariance.symplectic' depends on axioms: [propext, Classical.choice, Quot.sound]
'CovarianceUncertainty.isQuantumCovariance_of_det_ge' depends on axioms: [propext, Classical.choice, Quot.sound]
'CovarianceUncertainty.robertson_schrodinger' depends on axioms: [propext, Classical.choice, Quot.sound]
```
